# Block structure of a one- plus two-body Hamiltonian in the Kramers projection

Throughout, \(M\) is a Hermitian matrix on a finite-dimensional complex space of many-electron states, \(\langle u, Xv\rangle = \sum_i \overline{u_i}\,(Xv)_i\), and an operator \(X\) is said to shift \(M\) by the real number \(m\) when \([M,X] = MX - XM = mX\). The matrices \(a_p\), with \(p\) in a finite set of spinor labels, stand for annihilators, and their adjoints \(a_p^\dagger\) shift \(M\) by \(m_p = +\tfrac12\) (unbarred spinor) or \(m_p = -\tfrac12\) (barred spinor).

```lean
import Mathlib

open Matrix

namespace KramersCI

noncomputable section

variable {n ι : Type*} [Fintype n]

/-- The operator `X` shifts the projection `M` by `m`: `[M, X] = m X`. -/
def Shifts (M X : Matrix n n ℂ) (m : ℝ) : Prop := M * X - X * M = (m : ℂ) • X

/-- The matrix element `⟨u, X v⟩`, as a linear function of the operator `X`. -/
def braket (u v : n → ℂ) : Matrix n n ℂ →ₗ[ℂ] ℂ where
  toFun X := star u ⬝ᵥ X *ᵥ v
  map_add' X Y := by rw [Matrix.add_mulVec, dotProduct_add]
  map_smul' c X := by
    have key : (c • X) *ᵥ v = c • (X *ᵥ v) := by
      ext i
      simp [Matrix.mulVec, dotProduct, Finset.mul_sum, mul_assoc]
    rw [key, dotProduct_smul, RingHom.id_apply]

/-- The operator `∑ h_pq a_p† a_q + ∑ g_pqrs a_p† a_q† a_r a_s` with complex coefficients. -/
def hamiltonian [Fintype ι] (a : ι → Matrix n n ℂ) (h : ι → ι → ℂ) (g : ι → ι → ι → ι → ℂ) :
    Matrix n n ℂ :=
  (∑ p, ∑ q, h p q • ((a p)ᴴ * a q)) +
    (∑ p, ∑ q, ∑ r, ∑ s, g p q r s • ((a p)ᴴ * (a q)ᴴ * a r * a s))

/-- For Hermitian `M`, if `a†` shifts `M` by `m`, then `a` shifts `M` by `-m`. -/
theorem shifts_annihilator {M a : Matrix n n ℂ} {m : ℝ} (hM : M.IsHermitian)
    (h : Shifts M aᴴ m) : Shifts M a (-m) := by
  unfold Shifts at h ⊢
  have hs : star (m : ℂ) = m := Complex.conj_ofReal m
  have h' := congrArg conjTranspose h
  rw [conjTranspose_sub, conjTranspose_mul, conjTranspose_mul, conjTranspose_smul,
    conjTranspose_conjTranspose, hM.eq, hs] at h'
  rw [Complex.ofReal_neg, neg_smul, ← h', neg_sub]

/-- The shift of a product of operators is the sum of their shifts. -/
theorem shifts_mul {M X Y : Matrix n n ℂ} {x y : ℝ} (hX : Shifts M X x) (hY : Shifts M Y y) :
    Shifts M (X * Y) (x + y) := by
  unfold Shifts at hX hY ⊢
  -- Leibniz rule for the commutator
  have e : M * (X * Y) - X * Y * M = (M * X - X * M) * Y + X * (M * Y - Y * M) := by
    noncomm_ring
  rw [e, hX, hY, smul_mul_assoc, mul_smul_comm, Complex.ofReal_add, add_smul]

/-- If `X` shifts the Hermitian `M` by `m`, `M u = μ u`, `M v = ν v` and `μ - ν ≠ m`,
then `⟨u, X v⟩ = 0`. -/
theorem selection_rule {M X : Matrix n n ℂ} {m μ ν : ℝ} {u v : n → ℂ} (hM : M.IsHermitian)
    (hX : Shifts M X m) (hu : M *ᵥ u = (μ : ℂ) • u) (hv : M *ᵥ v = (ν : ℂ) • v)
    (hne : μ - ν ≠ m) : braket u v X = 0 := by
  have hs : star (μ : ℂ) = μ := Complex.conj_ofReal μ
  -- `M` acts to the left on the bra
  have hl : star u ᵥ* M = (μ : ℂ) • star u := by
    have h := Matrix.star_mulVec M u
    rw [hu, hM.eq, star_smul, hs] at h
    exact h.symm
  have e1 : braket u v (M * X) = μ * braket u v X := by
    change star u ⬝ᵥ (M * X) *ᵥ v = μ * (star u ⬝ᵥ X *ᵥ v)
    rw [← Matrix.mulVec_mulVec, Matrix.dotProduct_mulVec, hl, smul_dotProduct, smul_eq_mul]
  have e2 : braket u v (X * M) = ν * braket u v X := by
    change star u ⬝ᵥ (X * M) *ᵥ v = ν * (star u ⬝ᵥ X *ᵥ v)
    rw [← Matrix.mulVec_mulVec, hv, Matrix.mulVec_smul, dotProduct_smul, smul_eq_mul]
  have e3 : braket u v (M * X - X * M) = braket u v ((m : ℂ) • X) := congrArg _ hX
  rw [map_sub, map_smul, e1, e2, smul_eq_mul] at e3
  have hc : (μ : ℂ) - ν - m ≠ 0 := by exact_mod_cast sub_ne_zero.mpr hne
  have e4 : ((μ : ℂ) - ν - m) * braket u v X = 0 := by linear_combination e3
  exact (mul_eq_zero.mp e4).resolve_left hc

/-- For Hermitian `M` and shifts `m_p = ±1/2` of the creators, `⟨u, a_p† a_q v⟩ = 0` whenever the difference
of the `M` values of `u` and `v` lies outside `{0, 1, -1}`. -/
theorem one_body_selection {M : Matrix n n ℂ} {a : ι → Matrix n n ℂ} {m : ι → ℝ} {μ ν : ℝ}
    {u v : n → ℂ} (hM : M.IsHermitian) (ha : ∀ p, Shifts M (a p)ᴴ (m p))
    (hm : ∀ p, m p = 1 / 2 ∨ m p = -1 / 2)
    (hu : M *ᵥ u = (μ : ℂ) • u) (hv : M *ᵥ v = (ν : ℂ) • v)
    (hd : μ - ν ∉ ({0, 1, -1} : Set ℝ)) (p q : ι) : braket u v ((a p)ᴴ * a q) = 0 := by
  refine selection_rule hM (shifts_mul (ha p) (shifts_annihilator hM (ha q))) hu hv ?_
  simp only [Set.mem_insert_iff, Set.mem_singleton_iff, not_or] at hd
  obtain ⟨h0, h1, h2⟩ := hd
  intro e
  rcases hm p with hp | hp <;> rcases hm q with hq | hq <;>
    first | exact h0 (by linarith) | exact h1 (by linarith) | exact h2 (by linarith)

/-- For Hermitian `M` and shifts `m_p = ±1/2` of the creators, `⟨u, a_p† a_q† a_r a_s v⟩ = 0` whenever the
difference of the `M` values of `u` and `v` lies outside `{0, 1, -1, 2, -2}`. -/
theorem two_body_selection {M : Matrix n n ℂ} {a : ι → Matrix n n ℂ} {m : ι → ℝ} {μ ν : ℝ}
    {u v : n → ℂ} (hM : M.IsHermitian) (ha : ∀ p, Shifts M (a p)ᴴ (m p))
    (hm : ∀ p, m p = 1 / 2 ∨ m p = -1 / 2)
    (hu : M *ᵥ u = (μ : ℂ) • u) (hv : M *ᵥ v = (ν : ℂ) • v)
    (hd : μ - ν ∉ ({0, 1, -1, 2, -2} : Set ℝ)) (p q r s : ι) :
    braket u v ((a p)ᴴ * (a q)ᴴ * a r * a s) = 0 := by
  refine selection_rule hM (shifts_mul (shifts_mul (shifts_mul (ha p) (ha q))
    (shifts_annihilator hM (ha r))) (shifts_annihilator hM (ha s))) hu hv ?_
  simp only [Set.mem_insert_iff, Set.mem_singleton_iff, not_or] at hd
  obtain ⟨h0, h1, h2, h3, h4⟩ := hd
  intro e
  rcases hm p with hp | hp <;> rcases hm q with hq | hq <;>
    rcases hm r with hr | hr <;> rcases hm s with hs | hs <;>
    first | exact h0 (by linarith) | exact h1 (by linarith) | exact h2 (by linarith)
          | exact h3 (by linarith) | exact h4 (by linarith)

/-- Block structure: for Hermitian `M`, with shifts `m_p = ±1/2` of the creators, any one- plus two-body `H` has
`⟨u, H v⟩ = 0` when the `M` values of `u` and `v` differ by none of `0, 1, -1, 2, -2`. -/
theorem kramers_block_structure [Fintype ι] {M : Matrix n n ℂ} {a : ι → Matrix n n ℂ}
    {m : ι → ℝ} {μ ν : ℝ} {u v : n → ℂ} (hM : M.IsHermitian)
    (ha : ∀ p, Shifts M (a p)ᴴ (m p)) (hm : ∀ p, m p = 1 / 2 ∨ m p = -1 / 2)
    (hu : M *ᵥ u = (μ : ℂ) • u) (hv : M *ᵥ v = (ν : ℂ) • v)
    (hd : μ - ν ∉ ({0, 1, -1, 2, -2} : Set ℝ)) (h : ι → ι → ℂ) (g : ι → ι → ι → ι → ℂ) :
    braket u v (hamiltonian a h g) = 0 := by
  have hd1 : μ - ν ∉ ({0, 1, -1} : Set ℝ) := by
    simp only [Set.mem_insert_iff, Set.mem_singleton_iff, not_or] at hd ⊢
    exact ⟨hd.1, hd.2.1, hd.2.2.1⟩
  -- every string vanishes separately
  have one := one_body_selection hM ha hm hu hv hd1
  have two := two_body_selection hM ha hm hu hv hd
  simp only [hamiltonian, map_add, map_sum, map_smul, one, two, smul_zero,
    Finset.sum_const_zero, add_zero]

/-- Let `M` be Hermitian and let each `a_p†` shift `M` by a real `m_p`. If `h_pq` vanishes unless `m_p = m_q` and `g_pqrs` vanishes unless
`m_p + m_q = m_r + m_s`, then `H` commutes with `M`. -/
theorem commute_of_conserving [Fintype ι] {M : Matrix n n ℂ} {a : ι → Matrix n n ℂ}
    {m : ι → ℝ} (hM : M.IsHermitian) (ha : ∀ p, Shifts M (a p)ᴴ (m p))
    {h : ι → ι → ℂ} {g : ι → ι → ι → ι → ℂ} (hh : ∀ p q, m p ≠ m q → h p q = 0)
    (hg : ∀ p q r s, m p + m q ≠ m r + m s → g p q r s = 0) :
    Commute M (hamiltonian a h g) := by
  have key : ∀ (X : Matrix n n ℂ) (x : ℝ), Shifts M X x → x = 0 → Commute M X := by
    intro X x hX hx
    unfold Shifts at hX
    rw [hx, Complex.ofReal_zero, zero_smul] at hX
    exact sub_eq_zero.mp hX
  have hb := fun p => shifts_annihilator hM (ha p)
  unfold hamiltonian
  refine Commute.add_right
    (Commute.sum_right _ _ _ fun p _ => Commute.sum_right _ _ _ fun q _ => ?_)
    (Commute.sum_right _ _ _ fun p _ => Commute.sum_right _ _ _ fun q _ =>
      Commute.sum_right _ _ _ fun r _ => Commute.sum_right _ _ _ fun s _ => ?_)
  · by_cases e : m p = m q
    · exact (key _ _ (shifts_mul (ha p) (hb q)) (by linarith)).smul_right _
    · rw [hh p q e, zero_smul]
      exact Commute.zero_right M
  · by_cases e : m p + m q = m r + m s
    · exact (key _ _ (shifts_mul (shifts_mul (shifts_mul (ha p) (ha q)) (hb r)) (hb s))
        (by linarith)).smul_right _
    · rw [hg p q r s e, zero_smul]
      exact Commute.zero_right M

/-- The projection on the Fock space of one pair, basis: empty, unbarred, barred, both. -/
def pairM : Matrix (Fin 4) (Fin 4) ℂ := !![0, 0, 0, 0; 0, 1 / 2, 0, 0; 0, 0, -1 / 2, 0; 0, 0, 0, 0]

/-- The annihilator of the unbarred spinor. -/
def pairA : Matrix (Fin 4) (Fin 4) ℂ := !![0, 1, 0, 0; 0, 0, 0, 0; 0, 0, 0, 1; 0, 0, 0, 0]

/-- The annihilator of the barred spinor. -/
def pairB : Matrix (Fin 4) (Fin 4) ℂ := !![0, 0, 1, 0; 0, 0, 0, -1; 0, 0, 0, 0; 0, 0, 0, 0]

/-- For one pair: `M` is Hermitian, the creators shift it by `±1/2`, four anticommutation
relations hold, and `a† b` has element `1` from the barred to the unbarred state. -/
theorem pair_witness : pairM.IsHermitian ∧ Shifts pairM pairAᴴ (1 / 2) ∧
    Shifts pairM pairBᴴ (-1 / 2) ∧ pairA * pairAᴴ + pairAᴴ * pairA = 1 ∧
    pairB * pairBᴴ + pairBᴴ * pairB = 1 ∧ pairA * pairB + pairB * pairA = 0 ∧
    pairA * pairBᴴ + pairBᴴ * pairA = 0 ∧ (pairAᴴ * pairB) 1 2 = 1 := by
  have hA : pairAᴴ = !![0, 0, 0, 0; 1, 0, 0, 0; 0, 0, 0, 0; 0, 0, 1, 0] := by
    ext i j; fin_cases i <;> fin_cases j <;> simp [pairA]
  have hB : pairBᴴ = !![0, 0, 0, 0; 0, 0, 0, 0; 1, 0, 0, 0; 0, -1, 0, 0] := by
    ext i j; fin_cases i <;> fin_cases j <;> simp [pairB]
  unfold Shifts Matrix.IsHermitian
  rw [hA, hB]
  refine ⟨?_, ?_, ?_, ?_, ?_, ?_, ?_, by simp [pairB, Matrix.mul_apply, Fin.sum_univ_succ]⟩ <;>
    ext i j <;> fin_cases i <;> fin_cases j <;>
    simp [pairM, pairA, pairB] <;> norm_num

/-- A five-level projection with diagonal `0, 1/2, 1, 3/2, 2`. -/
def ladderM : Matrix (Fin 5) (Fin 5) ℂ :=
  !![0, 0, 0, 0, 0; 0, 1 / 2, 0, 0, 0; 0, 0, 1, 0, 0; 0, 0, 0, 3 / 2, 0; 0, 0, 0, 0, 2]

/-- The step down the five-level ladder. -/
def ladderDown : Matrix (Fin 5) (Fin 5) ℂ :=
  !![0, 1, 0, 0, 0; 0, 0, 1, 0, 0; 0, 0, 0, 1, 0; 0, 0, 0, 0, 1; 0, 0, 0, 0, 0]

/-- The step up the five-level ladder. -/
def ladderUp : Matrix (Fin 5) (Fin 5) ℂ :=
  !![0, 0, 0, 0, 0; 1, 0, 0, 0, 0; 0, 1, 0, 0, 0; 0, 0, 1, 0, 0; 0, 0, 0, 1, 0]

/-- The difference `2` is attained: with `a` the step down and `b` the step up, the creators
shift `M` by `±1/2` and `a† a† b b` has element `1` between the states with `M = 2` and `0`. -/
theorem ladder_sharp : ladderM.IsHermitian ∧ Shifts ladderM ladderDownᴴ (1 / 2) ∧
    Shifts ladderM ladderUpᴴ (-1 / 2) ∧
    ladderM *ᵥ ![0, 0, 0, 0, 1] = (2 : ℂ) • ![0, 0, 0, 0, 1] ∧
    ladderM *ᵥ ![1, 0, 0, 0, 0] = (0 : ℂ) • ![1, 0, 0, 0, 0] ∧
    braket ![0, 0, 0, 0, 1] ![1, 0, 0, 0, 0]
      (ladderDownᴴ * ladderDownᴴ * ladderUp * ladderUp) = 1 := by
  have hD : ladderDownᴴ = ladderUp := by
    ext i j; fin_cases i <;> fin_cases j <;> simp [ladderDown, ladderUp]
  have hU : ladderUpᴴ = ladderDown := by rw [← hD, conjTranspose_conjTranspose]
  have step : ∀ x0 x1 x2 x3 x4 : ℂ,
      ladderUp *ᵥ ![x0, x1, x2, x3, x4] = ![0, x0, x1, x2, x3] := by
    intro x0 x1 x2 x3 x4
    ext i; fin_cases i <;> simp [ladderUp, Matrix.mulVec, dotProduct, Fin.sum_univ_succ]
  unfold Shifts Matrix.IsHermitian
  rw [hD, hU]
  refine ⟨?_, ?_, ?_, ?_, ?_, ?_⟩
  · ext i j; fin_cases i <;> fin_cases j <;> simp [ladderM]
  · ext i j; fin_cases i <;> fin_cases j <;>
      simp [ladderM, ladderUp] <;> norm_num
  · ext i j; fin_cases i <;> fin_cases j <;>
      simp [ladderM, ladderDown] <;> norm_num
  · ext i; fin_cases i <;> simp [ladderM, Matrix.mulVec, dotProduct, Fin.sum_univ_succ]
  · ext i; fin_cases i <;> simp [ladderM, Matrix.mulVec, dotProduct, Fin.sum_univ_succ]
  · change star ![0, 0, 0, 0, 1] ⬝ᵥ
      (ladderUp * ladderUp * ladderUp * ladderUp) *ᵥ ![1, 0, 0, 0, 0] = (1 : ℂ)
    rw [← Matrix.mulVec_mulVec, step, ← Matrix.mulVec_mulVec, step,
      ← Matrix.mulVec_mulVec, step, step]
    simp [dotProduct, Fin.sum_univ_succ]

end

end KramersCI
```

```lean
#print axioms KramersCI.kramers_block_structure
-- 'KramersCI.kramers_block_structure' depends on axioms: [propext, Classical.choice, Quot.sound]
#print axioms KramersCI.commute_of_conserving
-- 'KramersCI.commute_of_conserving' depends on axioms: [propext, Classical.choice, Quot.sound]
#print axioms KramersCI.ladder_sharp
-- 'KramersCI.ladder_sharp' depends on axioms: [propext, Classical.choice, Quot.sound]
```

## What the statements say

The type `n` labels a basis of the state space, and vectors `u v : n → ℂ` are coefficient lists in that basis. The type `ι` labels spinors, `a p` is \(a_p\), and `(a p)ᴴ` is \(a_p^\dagger\). The predicate `Shifts M X m` is the equation \([M,X]=mX\). The map `braket u v` sends \(X\) to \(\langle u,Xv\rangle\), conjugate-linear in \(u\), and is packaged as a linear function of the operator. The definition `hamiltonian a h g` is

\[
H=\sum_{pq} h_{pq}\,a_p^\dagger a_q+\sum_{pqrs} g_{pqrs}\,a_p^\dagger a_q^\dagger a_r a_s ,
\]

with arbitrary complex \(h_{pq}\) and \(g_{pqrs}\). No prefactor is written, and the annihilators stand in the order \(a_r a_s\). The usual term \(\tfrac12\sum\langle pq|rs\rangle\, a_p^\dagger a_q^\dagger a_s a_r\), with two-electron integrals \(\langle pq|rs\rangle\), corresponds to \(g_{pqrs}=\tfrac12\langle pq|sr\rangle\).

The theorem `kramers_block_structure` reads as follows. Let \(M\) be Hermitian (`hM`), let \([M,a_p^\dagger]=m_p a_p^\dagger\) for every \(p\) (`ha`) with each \(m_p=\pm\tfrac12\) (`hm`), let \(Mu=\mu u\) and \(Mv=\nu v\) with real \(\mu,\nu\) (`hu`, `hv`), and let \(\mu-\nu\notin\{0,1,-1,2,-2\}\) (`hd`). Then \(\langle u,Hv\rangle=0\) for all coefficients. The vectors need not be normalised, and the conclusion is unaffected by rescaling them.

The theorem `commute_of_conserving` keeps `hM` and `ha` but allows any real \(m_p\). If \(h_{pq}=0\) whenever \(m_p\neq m_q\) (`hh`) and \(g_{pqrs}=0\) whenever \(m_p+m_q\neq m_r+m_s\) (`hg`), then \(MH=HM\).

## The physics and its limits

In four-component configuration interaction over Kramers-paired spinors, the intended \(M\) is half the difference between the numbers of occupied unbarred and barred spinors, and the result says that for a finite spinor set and at most two-body operators the Hamiltonian matrix is banded in the eigenvalue of \(M\). With \(M=\tfrac12\sum_{p\ \text{unbarred}}a_p^\dagger a_p-\tfrac12\sum_{p\ \text{barred}}a_p^\dagger a_p\), the fermionic rule \([a_p^\dagger a_p,a_q^\dagger]=\delta_{pq}a_q^\dagger\) gives the relation in `ha`. The general theorems take that relation as a hypothesis, and the Lean code verifies it for fermions only in the Fock space of a single pair.

Anticommutation relations, Hermiticity of \(H\), the form of the Dirac-Coulomb integrals and the choice of positive-energy spinors are all absent from the hypotheses. The time-reversal operator, which defines Kramers partners and relates barred to unbarred integrals, does not appear either: the name Kramers refers here to the labelling \(m_p=\pm\tfrac12\) alone. In `kramers_block_structure` the operator \(M\) need not commute with \(H\), so its eigenvalue organises the matrix even when it is not a conserved quantum number.

## Derivation

**Adjoint.** Take the adjoint of \(Ma^\dagger-a^\dagger M=ma^\dagger\). Since \(M^\dagger=M\) and \(m\) is real, this gives \(aM-Ma=ma\), that is \([M,a]=-ma\).

**Product.** If \([M,X]=xX\) and \([M,Y]=yY\) with real \(x,y\), then

\[
MXY-XYM=(MX-XM)Y+X(MY-YM)=xXY+yXY=(x+y)XY .
\]

**Selection rule.** Let \([M,X]=mX\). The adjoint of \(Mu=\mu u\) is \(u^\dagger M=\mu u^\dagger\), so \(\langle u,MXv\rangle=\mu\langle u,Xv\rangle\). Acting to the right, \(\langle u,XMv\rangle=\nu\langle u,Xv\rangle\). Subtracting and using the commutator,

\[
(\mu-\nu-m)\,\langle u,Xv\rangle=0 ,
\]

and the matrix element vanishes unless \(\mu-\nu=m\).

**Strings.** The first two steps give \(a_p^\dagger a_q\) the shift \(m_p-m_q\), which is \(0\) when \(m_p=m_q\) and \(\pm1\) otherwise. The string \(a_p^\dagger a_q^\dagger a_r a_s\) has shift \(m_p+m_q-m_r-m_s\), a sum of four terms \(\pm\tfrac12\), which lies in \(\{0,\pm1,\pm2\}\). When \(\mu-\nu\) is outside that set, it differs from the shift of every string, so every string has a zero element between \(u\) and \(v\).

**Sum.** The element \(\langle u,Hv\rangle\) is the same linear combination of these zeros. For the commuting case, each term of \(H\) either has shift zero, hence \([M,X]=0\), or has coefficient zero, and a sum of operators commuting with \(M\) commutes with \(M\).

## The Lean proof

`shifts_annihilator` applies `conjTranspose` to both sides of the hypothesis, reverses the products with `conjTranspose_mul`, and uses `hM.eq` for \(M^\dagger=M\) and `hs` for \(\overline m=m\). In `shifts_mul` the Leibniz identity is `e`, proved by `noncomm_ring`, after which both commutators are replaced by their values. In `selection_rule`, `hl` is the action of \(M\) on the bra, `e1` and `e2` are the two evaluations with \(\mu\) and \(\nu\), `e3` is the commutator relation inside the bracket, and `linear_combination e3` rearranges it into the product `e4`. The prefactor is nonzero by `hc`, so `mul_eq_zero` leaves the matrix element.

`one_body_selection` and `two_body_selection` assemble the shift of the string from `shifts_mul` and `shifts_annihilator` and pass it to `selection_rule`. What remains is to refute \(\mu-\nu=\) shift. The `rcases` lines split into 4 and 16 sign assignments, and in each `linarith` shows that \(\mu-\nu\) equals one of the excluded values. The main theorem restricts `hd` to `hd1` for the one-body part, and `map_add`, `map_sum` and `map_smul` carry `braket u v` through the sums down to single strings. In `commute_of_conserving`, `key` turns shift zero into `Commute M X`, `Commute.add_right` and `Commute.sum_right` reduce to one term, and `by_cases` makes the split between zero shift and zero coefficient.

## One pair, with numbers

The smallest fermionic case containing both an unbarred and a barred spinor has basis \(e_0\) (empty), \(e_1\) (unbarred), \(e_2\) (barred), \(e_3\) (both), with \(M=\mathrm{diag}(0,\tfrac12,-\tfrac12,0)\) as `pairM`, \(a\) as `pairA` and \(b\) as `pairB`. The sign in \(be_3=-e_1\) fixes \(e_3=a^\dagger b^\dagger e_0\). With \(\{X,Y\}=XY+YX\), `pair_witness` states that \(M\) is Hermitian, that \(a^\dagger\) and \(b^\dagger\) shift it by \(+\tfrac12\) and \(-\tfrac12\), that \(\{a,a^\dagger\}=\{b,b^\dagger\}=1\) and \(\{a,b\}=\{a,b^\dagger\}=0\), and that \((a^\dagger b)_{12}=1\). The last entry is a one-body element across a difference of \(1\). The proof writes out both adjoints and compares matrices entry by entry.

The numerical example below and the block counts further on are illustrations computed by hand, separate from the theorems. Label \(a_0=a\), \(a_1=b\), and take \(h_{00}=h_{11}=-1\), \(h_{01}=h_{10}=0.2\), \(g_{0110}=1.5\), all other coefficients zero. A Hermitian, time-reversal-invariant one-electron operator has no matrix element between the two partners of a Kramers pair, so the value \(0.2\) stands for a term that breaks this symmetry, such as the coupling to a magnetic field. The string \(a^\dagger b^\dagger ba\) sends \(e_3\to e_2\to e_0\to e_2\to e_3\) and annihilates the other basis vectors, so

\[
H=\begin{pmatrix}0&0&0&0\\0&-1&0.2&0\\0&0.2&-1&0\\0&0&0&-0.5\end{pmatrix}.
\]

The eight entries between \(\{e_0,e_3\}\) and \(\{e_1,e_2\}\) have \(\mu-\nu=\pm\tfrac12\) and are the ones the block theorem sets to zero. The entries \(H_{03}\) and \(H_{30}\) have difference \(0\) and are not covered by it. They vanish because \(H\) conserves particle number, which is the case of `commute_of_conserving` with all \(m_p=1\), the number operator in place of \(M\), and `hh`, `hg` holding trivially. For the Kramers \(M\), \([M,H]_{12}=(\tfrac12+\tfrac12)(0.2)=0.2\), so `hh` fails and \(H\) does not commute with \(M\).

## The edge of the band

`ladder_sharp` uses \(M=\mathrm{diag}(0,\tfrac12,1,\tfrac32,2)\) on basis vectors \(e_0,\dots,e_4\), with \(a\) the step down and \(b\) the step up. Then \(a^\dagger=b\), the creators \(a^\dagger\) and \(b^\dagger\) shift \(M\) by \(+\tfrac12\) and \(-\tfrac12\), and \(a^\dagger a^\dagger bb\) is four steps up. It takes \(e_0\) (eigenvalue \(0\)) to \(e_4\) (eigenvalue \(2\)) with element \(1\), which the proof obtains by applying `step` four times. The value \(2\) therefore has to stay in the excluded set under the hypotheses as stated. These operators are not fermionic, since \((a^\dagger)^2\neq0\), but fermions reach the difference \(2\) as well: with two pairs, moving two electrons from the two barred spinors to the two unbarred ones takes \(M\) from \(-1\) to \(1\).

Without `hm` the conclusion fails. On \(\mathbb C^3\) with basis \(e_0,e_1,e_2\) take \(M=\mathrm{diag}(0,\tfrac32,3)\), \(a\) the step down and \(b\) the step up, so that the creators shift \(M\) by \(\pm\tfrac32\). All other hypotheses hold for \(u=e_2\), \(v=e_0\), \(\mu-\nu=3\), yet \(H=a^\dagger b\) is two steps up and \(\langle e_2,He_0\rangle=1\).

## Use in a CI program

At fixed electron number \(N\), determinants built from paired spinors have \(M\) values spaced by \(1\). If they are sorted by that value, the product \(\sigma=Hc\) of the Hamiltonian with a coefficient vector \(c\) needs, for the block \(\mu\) of \(\sigma\), only the blocks \(\nu=\mu,\mu\pm1,\mu\pm2\) of \(c\). An integral contributes to the one coupling \(\mu-\nu\) that equals the shift of its string, so the loops can be arranged by the pattern of barred indices. For \(N=2\) the values are at most \(1,0,-1\) and no block is removed. For \(N=3\) in three pairs the values run from \(-\tfrac32\) to \(\tfrac32\), and the two corner blocks with difference \(\pm3\) vanish. For \(N=6\) in six or more pairs there are seven values, and \(7+2\cdot6+2\cdot5=29\) of the 49 blocks lie inside the band.
